# The one-dimensional PAW phase matrix: adjoint symmetry, translation phase and dipole error bound

## Partial waves, phase matrix and dipole matrix

An atom sits at the origin of a line. In the projector augmented-wave (PAW) method it carries all-electron partial waves φ_i and smooth partial waves φ~_i, which are here complex functions of a real coordinate x. The label i runs over an arbitrary index type `ι`, and φ~ is written `φt` in Lean.

```lean
import Mathlib

open Complex ComplexConjugate Matrix MeasureTheory

namespace PAWBerryPhase

noncomputable section

variable {ι : Type*}
```

The augmentation density is the difference between the all-electron and smooth pair densities:

Δ_ij(x) = conj(φ_i(x)) φ_j(x) − conj(φ~_i(x)) φ~_j(x)

```lean
/-- The augmentation density `Δ_ij = conj(φ_i) φ_j - conj(φ~_i) φ~_j` of all-electron partial
waves `φ` and smooth partial waves `φt`. -/
def augDensity (φ φt : ι → ℝ → ℂ) (i j : ι) (x : ℝ) : ℂ :=
  conj (φ i x) * φ j x - conj (φt i x) * φt j x
```

For a real wave vector b and an augmentation interval from l to r, the phase matrix is

q_ij(b) = ∫_l^r Δ_ij(x) exp(−ibx) dx

At b = 0 it is the augmentation overlap: the all-electron overlap matrix on the interval minus the smooth one. Its diagonal entries are the differences in the integrals of |φ_i|² and |φ~_i|².

```lean
/-- The phase matrix `q_ij(b)`: the integral of `Δ_ij(x) exp(-i b x)` over the augmentation
interval from `l` to `r`. -/
def phaseMatrix (φ φt : ι → ℝ → ℂ) (l r b : ℝ) : Matrix ι ι ℂ :=
  Matrix.of fun i j => ∫ x in l..r, augDensity φ φt i j x * Complex.exp (-(I * b * x))
```

The dipole matrix carries no factor of the electron charge:

d_ij = ∫_l^r x Δ_ij(x) dx

```lean
/-- The dipole matrix `d_ij`: the integral of `x Δ_ij(x)` over the augmentation interval. -/
def dipoleMatrix (φ φt : ι → ℝ → ℂ) (l r : ℝ) : Matrix ι ι ℂ :=
  Matrix.of fun i j => ∫ x in l..r, (x : ℂ) * augDensity φ φt i j x
```

Displacing the atom by R carries its partial waves along rigidly.

```lean
/-- The partial waves carried along when the atom is displaced by `R`. -/
def moved (R : ℝ) (φ : ι → ℝ → ℂ) : ι → ℝ → ℂ := fun i x => φ i (x - R)
```

The partial waves are otherwise arbitrary. They need not solve a Schrödinger equation, and φ_i and φ~_i need not match at the ends of the interval. Projectors, several atoms and three-dimensional augmentation spheres are not modelled.

## (a) Continuity of the augmentation density

Show that if all φ_i and φ~_i are continuous on a set s of real numbers, then so is every Δ_ij.

Solution. Complex conjugation is continuous, and products and differences of continuous functions are continuous. The Lean term composes these facts in that order. Parts (d) and (f) use the result to obtain integrability.

```lean
/-- The augmentation density is continuous where the partial waves are. -/
theorem continuousOn_augDensity {φ φt : ι → ℝ → ℂ} {s : Set ℝ}
    (hφ : ∀ i, ContinuousOn (φ i) s) (hφt : ∀ i, ContinuousOn (φt i) s) (i j : ι) :
    ContinuousOn (augDensity φ φt i j) s :=
  ((Complex.continuous_conj.comp_continuousOn (hφ i)).mul (hφ j)).sub
    ((Complex.continuous_conj.comp_continuousOn (hφt i)).mul (hφt j))
```

## (b) Reversing the wave vector

Show that changing the sign of b gives the adjoint matrix:

q(−b) = q(b)†

Solution. Exchanging the indices conjugates the density, conj(Δ_ji) = Δ_ij, and conjugation reverses the phase. Hence

Δ_ij(x) exp(ibx) = conj(Δ_ji(x) exp(−ibx))

Integrating over x gives q_ij(−b) = conj(q_ji(b)), which is the claim entry by entry. In Lean, `ᴴ` is the conjugate transpose, `h` is the pointwise identity, and `integral_conj` takes the conjugation outside the integral.

```lean
/-- Reversing the wave vector takes the adjoint of the phase matrix: `q(-b) = q(b)†`. -/
theorem phaseMatrix_neg (φ φt : ι → ℝ → ℂ) (l r b : ℝ) :
    phaseMatrix φ φt l r (-b) = (phaseMatrix φ φt l r b)ᴴ := by
  ext i j
  have h : ∀ x : ℝ, augDensity φ φt i j x * Complex.exp (-(I * ((-b : ℝ) : ℂ) * x)) =
      conj (augDensity φ φt j i x * Complex.exp (-(I * b * x))) := by
    intro x
    have e : -(I * ((-b : ℝ) : ℂ) * x) = -(-I * b * x) := by push_cast; ring
    rw [e]
    simp only [augDensity, map_mul, map_sub, ← Complex.exp_conj, map_neg, Complex.conj_I,
      Complex.conj_ofReal, starRingEnd_self_apply]
    ring
  simp only [phaseMatrix, Matrix.conjTranspose_apply, Matrix.of_apply]
  rw [← starRingEnd_apply]
  simp only [h, intervalIntegral, integral_conj, map_sub]
```

## (c) The phase of a displaced atom

Let q^R(b) be the phase matrix of the waves φ_i(x − R), φ~_i(x − R) on the interval from l + R to r + R. Show that

q^R(b) = exp(−ibR) q(b)

Solution. The displaced density is Δ_ij(x − R). Split the phase as

exp(−ibx) = exp(−ibR) exp(−ib(x − R))

and substitute y = x − R. The limits return to l and r, and the constant factor comes out of the integral.

The Lean statement moves both the functions and the interval, so the phase factor is derived and not part of a definition. The splitting is `h`, and `integral_comp_sub_right` performs the substitution. As in part (b), no continuity is assumed: Lean gives a non-integrable function the integral zero, and the identity then reads 0 = 0.

```lean
/-- Displacing the atom by `R` multiplies its phase matrix by `exp(-i b R)`. -/
theorem phaseMatrix_moved (φ φt : ι → ℝ → ℂ) (l r b R : ℝ) :
    phaseMatrix (moved R φ) (moved R φt) (l + R) (r + R) b =
      Complex.exp (-(I * b * R)) • phaseMatrix φ φt l r b := by
  ext i j
  have h : ∀ x : ℝ, augDensity (moved R φ) (moved R φt) i j x * Complex.exp (-(I * b * x)) =
      Complex.exp (-(I * b * R)) *
        (augDensity φ φt i j (x - R) * Complex.exp (-(I * b * ((x - R : ℝ) : ℂ)))) := by
    intro x
    have e : Complex.exp (-(I * b * x)) =
        Complex.exp (-(I * b * R)) * Complex.exp (-(I * b * ((x - R : ℝ) : ℂ))) := by
      rw [← Complex.exp_add]
      congr 1
      push_cast
      ring
    rw [e]
    simp only [augDensity, moved]
    ring
  simp only [phaseMatrix, Matrix.of_apply, Matrix.smul_apply, smul_eq_mul]
  -- change of variable to coordinates centred on the atom
  refine (intervalIntegral.integral_congr (fun x _ => h x)).trans ?_
  refine (intervalIntegral.integral_comp_sub_right (fun y : ℝ => Complex.exp (-(I * b * R)) *
    (augDensity φ φt i j y * Complex.exp (-(I * b * y)))) R).trans ?_
  simp only [add_sub_cancel_right]
  exact intervalIntegral.integral_const_mul _ _
```

## (d) Origin dependence of the dipole

Let d^R be the dipole matrix of the displaced atom, still measured from the fixed origin. For partial waves continuous on the closed interval between l and r, show that

d^R = d + R q(0)

Solution. Write x = (x − R) + R and substitute y = x − R:

d^R_ij = ∫_l^r (y + R) Δ_ij(y) dy = ∫_l^r y Δ_ij(y) dy + R ∫_l^r Δ_ij(y) dy

The two terms are d_ij and R q_ij(0). Continuity makes both integrands integrable, which justifies splitting the integral; this is the final `integral_add` in Lean. `Set.uIcc l r` is the closed interval with the endpoints taken in either order.

```lean
/-- Displacing the atom by `R` changes the dipole matrix by `R q(0)`, for partial waves
continuous on the augmentation interval. -/
theorem dipoleMatrix_moved {φ φt : ι → ℝ → ℂ} {l r : ℝ}
    (hφ : ∀ i, ContinuousOn (φ i) (Set.uIcc l r))
    (hφt : ∀ i, ContinuousOn (φt i) (Set.uIcc l r)) (R : ℝ) :
    dipoleMatrix (moved R φ) (moved R φt) (l + R) (r + R) =
      dipoleMatrix φ φt l r + (R : ℂ) • phaseMatrix φ φt l r 0 := by
  ext i j
  have hQ := continuousOn_augDensity hφ hφt i j
  have h : ∀ x : ℝ, (x : ℂ) * augDensity (moved R φ) (moved R φt) i j x =
      ((x - R : ℝ) : ℂ) * augDensity φ φt i j (x - R) + R * augDensity φ φt i j (x - R) := by
    intro x
    simp only [augDensity, moved]
    push_cast
    ring
  simp only [dipoleMatrix, phaseMatrix, Matrix.of_apply, Matrix.smul_apply, Matrix.add_apply,
    smul_eq_mul, Complex.ofReal_zero, mul_zero, zero_mul, neg_zero, Complex.exp_zero, mul_one]
  refine (intervalIntegral.integral_congr (fun x _ => h x)).trans ?_
  refine (intervalIntegral.integral_comp_sub_right (fun y : ℝ =>
    (y : ℂ) * augDensity φ φt i j y + R * augDensity φ φt i j y) R).trans ?_
  simp only [add_sub_cancel_right]
  rw [← intervalIntegral.integral_const_mul]
  exact intervalIntegral.integral_add
    (Complex.continuous_ofReal.continuousOn.mul hQ).intervalIntegrable
    (continuousOn_const.mul hQ).intervalIntegrable
```

## (e) The remainder of a phase factor

Show that for every real θ

|exp(−iθ) − 1 + iθ| ≤ θ²/2

Solution. First bound the chord by the arc. Since cos t ≥ 1 − t²/2,

|exp(−it) − 1|² = (cos t − 1)² + sin² t = 2 − 2 cos t ≤ t²

so |exp(−it) − 1| ≤ |t|. Now let f(s) = exp(−iθs) − 1 + iθs for 0 ≤ s ≤ 1. Then f(0) = 0 and

|f′(s)| = |θ| |exp(−iθs) − 1| ≤ θ² s

The right-hand side is the derivative of θ²s²/2, which also vanishes at s = 0. Therefore |f(s)| ≤ θ²s²/2, and s = 1 gives the claim.

In the Lean proof `h0` is the chord bound, `hd` and `hB` are the two derivatives, and `image_norm_le_of_norm_deriv_right_le_deriv_boundary` compares the functions.

```lean
/-- A phase factor differs from its first-order expansion by at most `θ² / 2`. -/
theorem phase_remainder (θ : ℝ) :
    ‖Complex.exp (-(I * θ)) - 1 + I * θ‖ ≤ θ ^ 2 / 2 := by
  -- zeroth order: the chord is no longer than the arc
  have h0 : ∀ t : ℝ, ‖Complex.exp (-(I * t)) - 1‖ ≤ |t| := by
    intro t
    have h : ‖Complex.exp (-(I * t)) - 1‖ ^ 2 ≤ t ^ 2 := by
      rw [show -(I * (t : ℂ)) = ((-t : ℝ) : ℂ) * I by push_cast; ring,
        Complex.sq_norm, Complex.normSq_apply]
      simp only [Complex.sub_re, Complex.sub_im, Complex.one_re, Complex.one_im,
        Complex.exp_ofReal_mul_I_re, Complex.exp_ofReal_mul_I_im, Real.cos_neg, Real.sin_neg]
      nlinarith [Real.sin_sq_add_cos_sq t, Real.one_sub_sq_div_two_le_cos (x := t)]
    have h' := sq_le_sq.mp h
    rwa [abs_norm] at h'
  -- first order: compare derivatives along `s ↦ s θ` for `s` from 0 to 1
  have hd : ∀ s : ℝ, HasDerivAt (fun s : ℝ => Complex.exp (-(I * θ * s)) - 1 + I * θ * s)
      (-(I * θ) * (Complex.exp (-(I * θ * s)) - 1)) s := by
    intro s
    have h1 : HasDerivAt (fun s : ℝ => I * θ * (s : ℂ)) (I * θ) s :=
      ((hasDerivAt_id s).ofReal_comp.const_mul (I * (θ : ℂ))).congr_deriv (by simp)
    exact ((h1.fun_neg.cexp.sub_const 1).fun_add h1).congr_deriv (by ring)
  have hB : ∀ s : ℝ, HasDerivAt (fun s : ℝ => θ ^ 2 / 2 * (s * s)) (θ ^ 2 * s) s := fun s =>
    (((hasDerivAt_id' s).fun_mul (hasDerivAt_id' s)).const_mul (θ ^ 2 / 2)).congr_deriv (by ring)
  have key := image_norm_le_of_norm_deriv_right_le_deriv_boundary (a := 0) (b := 1)
    (fun s _ => (hd s).continuousAt.continuousWithinAt)
    (fun s _ => (hd s).hasDerivWithinAt) (by simp) hB
    (fun s hs => by
      have h2 := h0 (θ * s)
      rw [show I * ((θ * s : ℝ) : ℂ) = I * θ * s by push_cast; ring, abs_mul,
        abs_of_nonneg hs.1] at h2
      rw [norm_mul, norm_neg, norm_mul, Complex.norm_I, one_mul, Complex.norm_real,
        Real.norm_eq_abs]
      calc |θ| * ‖Complex.exp (-(I * θ * s)) - 1‖ ≤ |θ| * (|θ| * s) := by gcongr
        _ = θ ^ 2 * s := by rw [← mul_assoc, ← sq, sq_abs])
    (Set.right_mem_Icc.mpr zero_le_one)
  simpa using key
```

## (f) The dipole expansion and its error

Take the interval [−a, a] with a ≥ 0 and partial waves continuous on it. Show that

|q_ij(b) − q_ij(0) + i b d_ij| ≤ (b²/2) ∫_{−a}^{a} x² |Δ_ij(x)| dx

Solution. Collect the three integrals into one:

q_ij(b) − q_ij(0) + i b d_ij = ∫_{−a}^{a} Δ_ij(x) (exp(−ibx) − 1 + ibx) dx

Move the modulus inside the integral and apply part (e) with θ = bx. The integrand is at most |Δ_ij(x)| b²x²/2, which gives the bound.

In Lean, `key` is the collected integral and `norm_integral_le_of_norm_le` moves the modulus inside. The hypothesis `ha` puts the endpoints in the order which that inequality needs.

In Berry-phase polarisation, phase matrices of this kind enter the overlaps between the cell-periodic parts of Bloch states at neighbouring k-points k and k + b. For a single atom in one dimension, the bound controls the error of replacing q_ij(b) by q_ij(0) − i b d_ij.

The limit b → 0 shows how tight the estimate is. If Δ_ij is real, non-negative and not identically zero on an interval with a > 0, a Taylor expansion gives

(q_ij(b) − q_ij(0) + i b d_ij)/b² → −(1/2) ∫_{−a}^{a} x² Δ_ij(x) dx

so the factor 1/2 is then the best possible.

```lean
/-- Dipole expansion of the phase matrix: for `0 ≤ a` and partial waves continuous on `[-a, a]`,
`|q_ij(b) - q_ij(0) + i b d_ij|` is at most `b² / 2` times the integral of `x² |Δ_ij|`. -/
theorem phaseMatrix_dipole_bound {φ φt : ι → ℝ → ℂ} {a : ℝ} (ha : 0 ≤ a)
    (hφ : ∀ i, ContinuousOn (φ i) (Set.Icc (-a) a))
    (hφt : ∀ i, ContinuousOn (φt i) (Set.Icc (-a) a)) (b : ℝ) (i j : ι) :
    ‖phaseMatrix φ φt (-a) a b i j - phaseMatrix φ φt (-a) a 0 i j
        + I * b * dipoleMatrix φ φt (-a) a i j‖
      ≤ b ^ 2 / 2 * ∫ x in (-a)..a, x ^ 2 * ‖augDensity φ φt i j x‖ := by
  have hle : -a ≤ a := by linarith
  have hQ : ContinuousOn (augDensity φ φt i j) (Set.uIcc (-a) a) := by
    rw [Set.uIcc_of_le hle]
    exact continuousOn_augDensity hφ hφt i j
  have hI : ∀ c : ℝ, IntervalIntegrable
      (fun x : ℝ => augDensity φ φt i j x * Complex.exp (-(I * c * x))) volume (-a) a := fun c =>
    (hQ.mul (Continuous.continuousOn (by fun_prop))).intervalIntegrable
  have hD : IntervalIntegrable
      (fun x : ℝ => I * b * ((x : ℂ) * augDensity φ φt i j x)) volume (-a) a :=
    (continuousOn_const.mul
      (Complex.continuous_ofReal.continuousOn.mul hQ)).intervalIntegrable
  -- collect the three integrals into one remainder integral
  have key : phaseMatrix φ φt (-a) a b i j - phaseMatrix φ φt (-a) a 0 i j
        + I * b * dipoleMatrix φ φt (-a) a i j =
      ∫ x in (-a)..a, augDensity φ φt i j x * (Complex.exp (-(I * b * x)) - 1 + I * b * x) := by
    simp only [phaseMatrix, dipoleMatrix, Matrix.of_apply]
    rw [← intervalIntegral.integral_const_mul, ← intervalIntegral.integral_sub (hI b) (hI 0),
      ← intervalIntegral.integral_add ((hI b).sub (hI 0)) hD]
    refine intervalIntegral.integral_congr (fun x _ => ?_)
    simp only [Complex.ofReal_zero, mul_zero, zero_mul, neg_zero, Complex.exp_zero]
    ring
  rw [key, ← intervalIntegral.integral_const_mul]
  refine intervalIntegral.norm_integral_le_of_norm_le hle
    (Filter.Eventually.of_forall fun x _ => ?_)
    (continuousOn_const.mul ((continuous_pow 2).continuousOn.mul hQ.norm)).intervalIntegrable
  have h := phase_remainder (b * x)
  rw [show I * ((b * x : ℝ) : ℂ) = I * b * x by push_cast; ring] at h
  rw [norm_mul]
  calc _ ≤ ‖augDensity φ φt i j x‖ * ((b * x) ^ 2 / 2) := by gcongr
    _ = _ := by ring
```

## (g) The dipole as a derivative

Under the hypotheses of part (f), show that

dq_ij/db = −i d_ij at b = 0

Solution. Let K = ∫_{−a}^{a} x² |Δ_ij(x)| dx. Dividing the bound of part (f) by |b| gives, for b ≠ 0,

|(q_ij(b) − q_ij(0))/b + i d_ij| ≤ |b| K/2

and the right-hand side tends to zero with b.

`HasDerivAt` states that the derivative exists and has this value. The Lean proof uses the little-o form: for each c > 0, the remainder is at most c|b| once |b| < c/(|K| + 1). The added 1 keeps the radius defined when K = 0.

```lean
/-- For `0 ≤ a` and partial waves continuous on `[-a, a]`, the derivative of `q_ij(b)` at `b = 0` is
`-i d_ij`. -/
theorem hasDerivAt_phaseMatrix_zero {φ φt : ι → ℝ → ℂ} {a : ℝ} (ha : 0 ≤ a)
    (hφ : ∀ i, ContinuousOn (φ i) (Set.Icc (-a) a))
    (hφt : ∀ i, ContinuousOn (φt i) (Set.Icc (-a) a)) (i j : ι) :
    HasDerivAt (fun b : ℝ => phaseMatrix φ φt (-a) a b i j)
      (-(I * dipoleMatrix φ φt (-a) a i j)) 0 := by
  rw [hasDerivAt_iff_isLittleO, Asymptotics.isLittleO_iff]
  intro c hc
  have hb := phaseMatrix_dipole_bound ha hφ hφt (i := i) (j := j)
  set K := ∫ x in (-a)..a, x ^ 2 * ‖augDensity φ φt i j x‖
  have hK : 0 < |K| + 1 := by positivity
  filter_upwards [Metric.ball_mem_nhds (0 : ℝ) (div_pos hc hK)] with b hbc
  rw [Metric.mem_ball, Real.dist_eq, sub_zero, lt_div_iff₀ hK] at hbc
  rw [sub_zero, Complex.real_smul, Real.norm_eq_abs]
  calc _ = ‖phaseMatrix φ φt (-a) a b i j - phaseMatrix φ φt (-a) a 0 i j
        + I * b * dipoleMatrix φ φt (-a) a i j‖ := by congr 1; ring
    _ ≤ b ^ 2 / 2 * K := hb b
    _ ≤ |b| * (|b| * (|K| + 1)) := by
      rw [← sq_abs b]
      nlinarith [mul_le_mul_of_nonneg_left (le_abs_self K) (sq_nonneg |b|),
        mul_nonneg (sq_nonneg |b|) (abs_nonneg K), sq_nonneg |b|]
    _ ≤ |b| * c := by gcongr
    _ = c * |b| := mul_comm _ _
```

## (h) The dipole expansion about a displaced atom

Keep the hypotheses of part (f), with q(0) and d computed before the displacement. Show that

|q^R_ij(b) − exp(−ibR) (q_ij(0) − i b d_ij)| ≤ (b²/2) ∫_{−a}^{a} x² |Δ_ij(x)| dx

Solution. By part (c), the quantity inside the modulus is

exp(−ibR) (q_ij(b) − q_ij(0) + i b d_ij)

The phase has modulus 1, which is `hn` in Lean, and part (f) bounds the rest.

The bound does not depend on R, because the translation phase is kept in full and only the variation of the phase across the atom is expanded.

```lean
/-- For an atom displaced by `R`, with `0 ≤ a` and partial waves continuous on `[-a, a]` before the
displacement, `exp(-i b R) (q_ij(0) - i b d_ij)` approximates the phase matrix with an error of at
most `b² / 2` times the integral of `x² |Δ_ij|` about the atom. -/
theorem phaseMatrix_moved_dipole_bound {φ φt : ι → ℝ → ℂ} {a : ℝ} (ha : 0 ≤ a)
    (hφ : ∀ i, ContinuousOn (φ i) (Set.Icc (-a) a))
    (hφt : ∀ i, ContinuousOn (φt i) (Set.Icc (-a) a)) (b R : ℝ) (i j : ι) :
    ‖phaseMatrix (moved R φ) (moved R φt) (-a + R) (a + R) b i j
        - Complex.exp (-(I * b * R)) *
          (phaseMatrix φ φt (-a) a 0 i j - I * b * dipoleMatrix φ φt (-a) a i j)‖
      ≤ b ^ 2 / 2 * ∫ x in (-a)..a, x ^ 2 * ‖augDensity φ φt i j x‖ := by
  have hn : ‖Complex.exp (-(I * b * R))‖ = 1 := by
    rw [show -(I * (b : ℂ) * R) = ((-(b * R) : ℝ) : ℂ) * I by push_cast; ring,
      Complex.norm_exp_ofReal_mul_I]
  rw [phaseMatrix_moved, Matrix.smul_apply, smul_eq_mul, ← mul_sub, norm_mul, hn, one_mul,
    ← sub_add]
  exact phaseMatrix_dipole_bound ha hφ hφt b i j

end

end PAWBerryPhase
```

```lean
#print axioms PAWBerryPhase.phaseMatrix_neg
-- 'PAWBerryPhase.phaseMatrix_neg' depends on axioms: [propext, Classical.choice, Quot.sound]
#print axioms PAWBerryPhase.dipoleMatrix_moved
-- 'PAWBerryPhase.dipoleMatrix_moved' depends on axioms: [propext, Classical.choice, Quot.sound]
#print axioms PAWBerryPhase.hasDerivAt_phaseMatrix_zero
-- 'PAWBerryPhase.hasDerivAt_phaseMatrix_zero' depends on axioms: [propext, Classical.choice, Quot.sound]
#print axioms PAWBerryPhase.phaseMatrix_moved_dipole_bound
-- 'PAWBerryPhase.phaseMatrix_moved_dipole_bound' depends on axioms: [propext, Classical.choice, Quot.sound]
```
